# The Wilson loop of orthonormal orbital frames: unitary conjugation under a gauge change, contraction, and a trace set by density matrices

Take complex n × k matrices C_0, …, C_(m−1) with orthonormal columns, each holding k occupied orbitals at one point of a closed loop, and put C_m = C_0 with m ≥ 1. Multiply the successive overlap matrices C_jᴴ C_(j+1) in order and call the result W. I understand that rotating the orbitals among themselves at each point only conjugates W by a unitary, that W never lengthens a vector, and that its trace can be computed from the density matrices P_j = C_j C_jᴴ alone. I would like to see this derived step by step, and stated precisely enough for a machine to check it. Can that be done?

## Frames, overlaps and ordered products

Yes. Write ᴴ for the conjugate transpose, and call C a frame if CᴴC = 1. The squared norm of a vector is |v|² = vᴴv = Σ_i |v_i|². For a sequence of matrices C_0, C_1, …, define two ordered products by recursion, the first k × k and the second n × n:

W_0 = 1,  W_(m+1) = W_m C_mᴴ C_(m+1)

Q_0 = 1,  Q_(m+1) = Q_m P_m

Thus Q_m = P_0 ⋯ P_(m−1), and W_m is the Wilson loop W when C_m = C_0. A gauge change replaces C_j by C_j U_j with U_j a unitary k × k matrix. It is periodic if U_m = U_0.

## Interior rotations cancel

Let W′_m be the product built from C_j U_j. For an open path,

W′_m = U_0ᴴ W_m U_m.

At m = 0 this reads 1 = U_0ᴴ U_0. If it holds at m, then

W′_(m+1) = U_0ᴴ W_m U_m (C_m U_m)ᴴ C_(m+1) U_(m+1)

= U_0ᴴ W_m (U_m U_mᴴ) C_mᴴ C_(m+1) U_(m+1)

= U_0ᴴ W_(m+1) U_(m+1),

because U_m U_mᴴ = 1. For a periodic gauge change the result is U_0ᴴ W_m U_0. Its determinant is det(U_0ᴴ) det(W_m) det(U_0) = det W_m.

Periodicity matters. Take n = k = m = 1, C_0 = C_1 = 1, U_0 = 1 and U_1 = −1. Then W = 1 but W′ = −1, while conjugation would leave the number 1 unchanged.

## Each overlap can only lose norm

Let C be a frame, w a vector with n components, and a = Cᴴw. Then wᴴCa = aᴴa, (Ca)ᴴw = aᴴa and (Ca)ᴴ(Ca) = aᴴCᴴCa = aᴴa, so

|w − Ca|² = |w|² − |a|² − |a|² + |a|² = |w|² − |a|².

Hence |w|² = |Cᴴw|² + |w − CCᴴw|², and |Cᴴw|² ≤ |w|². For a second frame D, put w = Dv. Since |Dv|² = vᴴDᴴDv = |v|²,

|CᴴDv|² ≤ |v|².

The product follows by induction, starting from W_0 = 1:

|W_(m+1) v|² = |W_m (C_mᴴ C_(m+1) v)|² ≤ |C_mᴴ C_(m+1) v|² ≤ |v|².

## The trace needs only density matrices

First, Q_m C_m = C_0 W_m. Both sides are C_0 at m = 0, and the step is

Q_(m+1) C_(m+1) = Q_m C_m C_mᴴ C_(m+1) = C_0 W_m C_mᴴ C_(m+1) = C_0 W_(m+1).

Now let m = p + 1 and C_(p+1) = C_0. Cyclicity of the trace gives

tr W_(p+1) = tr(W_p C_pᴴ C_0) = tr(C_0 W_p C_pᴴ) = tr(Q_p C_p C_pᴴ) = tr Q_(p+1).

## A spin loop with a complex value

Take the normalised spin states (1, 0), (3/5, 4/5) and (3/5, 4i/5), then return to the first. The three overlaps are 3/5, (9 + 16i)/25 and 3/5, so

W = (81 + 144i)/625.

With k = 1, conjugation by a phase does nothing, so no periodic choice of phases makes this number real.

## The Lean file

```lean
import Mathlib

open Matrix

namespace WilsonLoopGauge

noncomputable section

variable {n k : Type*} [Fintype n] [Fintype k] [DecidableEq k]

/-- The squared norm of a complex vector, the sum of its squared moduli. -/
def normSq {ι : Type*} [Fintype ι] (v : ι → ℂ) : ℝ := ∑ i, ‖v i‖ ^ 2

/-- The density matrix `C Cᴴ` of a set of orbitals `C`. -/
def projector (C : Matrix n k ℂ) : Matrix n n ℂ := C * Cᴴ

/-- The ordered product of the overlaps `C_jᴴ C_(j+1)` over the first `m` steps of a path. -/
def wilson (C : ℕ → Matrix n k ℂ) : ℕ → Matrix k k ℂ
  | 0 => 1
  | m + 1 => wilson C m * ((C m)ᴴ * C (m + 1))

/-- The ordered product `P_0 ⋯ P_(m-1)` of the density matrices along a path. -/
def projProd [DecidableEq n] (C : ℕ → Matrix n k ℂ) : ℕ → Matrix n n ℂ
  | 0 => 1
  | m + 1 => projProd C m * projector (C m)

/-- The squared norm is the inner product of a vector with itself. -/
lemma normSq_coe {ι : Type*} [Fintype ι] (v : ι → ℂ) :
    ((normSq v : ℝ) : ℂ) = star v ⬝ᵥ v := by
  simp [normSq, dotProduct, Complex.conj_mul']

/-- The squared norm is never negative. -/
lemma normSq_nonneg {ι : Type*} [Fintype ι] (v : ι → ℂ) : 0 ≤ normSq v :=
  Finset.sum_nonneg fun i _ => sq_nonneg ‖v i‖

/-- A matrix moves across the inner product as its conjugate transpose. -/
lemma adjoint_dot {a b : Type*} [Fintype a] [Fintype b] (C : Matrix a b ℂ)
    (v : b → ℂ) (x : a → ℂ) : star (C *ᵥ v) ⬝ᵥ x = star v ⬝ᵥ (Cᴴ *ᵥ x) := by
  rw [Matrix.star_mulVec, Matrix.dotProduct_mulVec]

/-- A matrix with orthonormal columns preserves the squared norm. -/
lemma normSq_frame {C : Matrix n k ℂ} (hC : Cᴴ * C = 1) (v : k → ℂ) :
    normSq (C *ᵥ v) = normSq v := by
  have h : ((normSq (C *ᵥ v) : ℝ) : ℂ) = ((normSq v : ℝ) : ℂ) := by
    rw [normSq_coe, normSq_coe, adjoint_dot, Matrix.mulVec_mulVec, hC, Matrix.one_mulVec]
  exact_mod_cast h

/-- For orthonormal orbitals `C`, the squared norm of a vector `w` is that of its coefficients `Cᴴ
w` plus that of the remainder `w - C Cᴴ w`. -/
theorem normSq_split {C : Matrix n k ℂ} (hC : Cᴴ * C = 1) (w : n → ℂ) :
    normSq w = normSq (Cᴴ *ᵥ w) + normSq (w - C *ᵥ (Cᴴ *ᵥ w)) := by
  obtain ⟨a, ha⟩ : ∃ a, a = Cᴴ *ᵥ w := ⟨_, rfl⟩
  rw [← ha]
  have h1 : star w ⬝ᵥ (C *ᵥ a) = star a ⬝ᵥ a := by
    have h := adjoint_dot Cᴴ w a
    rw [Matrix.conjTranspose_conjTranspose, ← ha] at h
    exact h.symm
  have h2 : star (C *ᵥ a) ⬝ᵥ w = star a ⬝ᵥ a := by rw [adjoint_dot, ← ha]
  have h3 : star (C *ᵥ a) ⬝ᵥ (C *ᵥ a) = star a ⬝ᵥ a := by
    rw [adjoint_dot, Matrix.mulVec_mulVec, hC, Matrix.one_mulVec]
  have h : ((normSq w : ℝ) : ℂ) = ((normSq a : ℝ) : ℂ) + ((normSq (w - C *ᵥ a) : ℝ) : ℂ) := by
    rw [normSq_coe, normSq_coe, normSq_coe, star_sub, sub_dotProduct, dotProduct_sub,
      dotProduct_sub, h1, h2, h3]
    ring
  exact_mod_cast h

/-- The overlap matrix of two orthonormal orbital sets does not increase the norm. -/
lemma overlap_contraction {C D : Matrix n k ℂ} (hC : Cᴴ * C = 1) (hD : Dᴴ * D = 1)
    (v : k → ℂ) : normSq ((Cᴴ * D) *ᵥ v) ≤ normSq v := by
  rw [← Matrix.mulVec_mulVec, ← normSq_frame hD v]
  linarith [normSq_split hC (D *ᵥ v), normSq_nonneg (D *ᵥ v - C *ᵥ (Cᴴ *ᵥ (D *ᵥ v)))]

/-- The Wilson product along any path of orthonormal orbital sets does not increase the norm. -/
theorem wilson_contraction {C : ℕ → Matrix n k ℂ} (hC : ∀ j, (C j)ᴴ * C j = 1) (m : ℕ) :
    ∀ v, normSq (wilson C m *ᵥ v) ≤ normSq v := by
  induction m with
  | zero => intro v; simp [wilson]
  | succ m ih =>
    intro v
    rw [wilson, ← Matrix.mulVec_mulVec]
    exact (ih _).trans (overlap_contraction (hC m) (hC (m + 1)) v)

/-- Under independent unitary rotations of the orbitals at each point, the Wilson product of an
open path changes only by the rotations at its two ends. -/
theorem wilson_gauge (C : ℕ → Matrix n k ℂ) {U : ℕ → Matrix k k ℂ}
    (hU : ∀ j, (U j)ᴴ * U j = 1) (m : ℕ) :
    wilson (fun j => C j * U j) m = (U 0)ᴴ * wilson C m * U m := by
  induction m with
  | zero => simp [wilson, hU 0]
  | succ m ih =>
    have h : U m * (U m)ᴴ = 1 := mul_eq_one_comm.1 (hU m)
    -- the rotations at the interior point `m` meet and cancel
    calc wilson (fun j => C j * U j) (m + 1)
        = (U 0)ᴴ * wilson C m * U m * ((C m * U m)ᴴ * (C (m + 1) * U (m + 1))) := by
          simp only [wilson, ih]
      _ = (U 0)ᴴ * wilson C m * (U m * (U m)ᴴ) * ((C m)ᴴ * C (m + 1)) * U (m + 1) := by
          simp only [Matrix.conjTranspose_mul, Matrix.mul_assoc]
      _ = (U 0)ᴴ * wilson C (m + 1) * U (m + 1) := by
          rw [h, Matrix.mul_one]
          simp only [wilson, Matrix.mul_assoc]

/-- Applying the matrices `C_j C_jᴴ` to the final orbitals, successively back along the path, gives
the initial orbitals multiplied by the Wilson product. -/
theorem projProd_mul_frame [DecidableEq n] (C : ℕ → Matrix n k ℂ) (m : ℕ) :
    projProd C m * C m = C 0 * wilson C m := by
  induction m with
  | zero => simp [projProd, wilson]
  | succ m ih =>
    calc projProd C (m + 1) * C (m + 1)
        = (projProd C m * C m) * ((C m)ᴴ * C (m + 1)) := by
          simp only [projProd, projector, Matrix.mul_assoc]
      _ = C 0 * wilson C (m + 1) := by
          rw [ih]
          simp only [wilson, Matrix.mul_assoc]

/-- On a closed loop of at least one step, the trace of the Wilson product is the trace of the
product of the density matrices. -/
theorem trace_wilson [DecidableEq n] (C : ℕ → Matrix n k ℂ) {m : ℕ} (hm : 0 < m) (hloop : C m = C 0) :
    (wilson C m).trace = (projProd C m).trace := by
  obtain ⟨p, rfl⟩ : ∃ p, m = p + 1 := ⟨m - 1, by omega⟩
  calc (wilson C (p + 1)).trace = (wilson C p * ((C p)ᴴ * C 0)).trace := by
        simp only [wilson, hloop]
    _ = (C 0 * wilson C p * (C p)ᴴ).trace := by
        rw [← Matrix.mul_assoc, Matrix.trace_mul_comm, ← Matrix.mul_assoc]
    _ = (projProd C (p + 1)).trace := by
        rw [← projProd_mul_frame]
        simp only [projProd, projector, Matrix.mul_assoc]

/-- For a closed loop of orthonormal orbital sets with at least one step, the Wilson loop is
conjugated by a unitary under a periodic change of gauge, is a contraction, and has the trace of the
product of the density matrices. -/
theorem wilson_loop [DecidableEq n] {C : ℕ → Matrix n k ℂ} {U : ℕ → Matrix k k ℂ} {m : ℕ}
    (hm : 0 < m)
    (hC : ∀ j, (C j)ᴴ * C j = 1) (hloop : C m = C 0)
    (hU : ∀ j, (U j)ᴴ * U j = 1) (hUloop : U m = U 0) :
    wilson (fun j => C j * U j) m = (U 0)ᴴ * wilson C m * U 0 ∧
      (∀ v, normSq (wilson C m *ᵥ v) ≤ normSq v) ∧
      (wilson C m).trace = (projProd C m).trace :=
  ⟨by rw [wilson_gauge C hU, hUloop], wilson_contraction hC m, trace_wilson C hm hloop⟩

/-- The determinant of the Wilson product is unchanged by a periodic change of gauge. -/
theorem det_wilson_gauge (C : ℕ → Matrix n k ℂ) {U : ℕ → Matrix k k ℂ} {m : ℕ}
    (hU : ∀ j, (U j)ᴴ * U j = 1) (hUloop : U m = U 0) :
    (wilson (fun j => C j * U j) m).det = (wilson C m).det := by
  have h : ((U 0)ᴴ).det * (U 0).det = 1 := by rw [← Matrix.det_mul, hU 0, Matrix.det_one]
  rw [wilson_gauge C hU, hUloop, Matrix.det_mul, Matrix.det_mul]
  linear_combination (wilson C m).det * h

/-- A path of two-component spin states that is back at its starting state after three steps. -/
def spinLoop : ℕ → Matrix (Fin 2) (Fin 1) ℂ
  | 1 => !![3 / 5; 4 / 5]
  | 2 => !![3 / 5; 4 / 5 * Complex.I]
  | _ => !![1; 0]

/-- The three-step spin loop is normalised and closed, and its Wilson loop is the number
`(81 + 144 i) / 625`. -/
theorem spinLoop_witness :
    (∀ j, (spinLoop j)ᴴ * spinLoop j = 1) ∧ spinLoop 3 = spinLoop 0 ∧
      wilson spinLoop 3 = !![(81 + 144 * Complex.I) / 625] := by
  -- real numerals are their own complex conjugates
  have h3 : (starRingEnd ℂ) 3 = 3 := by apply Complex.ext <;> simp
  have h4 : (starRingEnd ℂ) 4 = 4 := by apply Complex.ext <;> simp
  have h5 : (starRingEnd ℂ) 5 = 5 := by apply Complex.ext <;> simp
  refine ⟨fun j => ?_, rfl, ?_⟩
  · ext a b
    obtain rfl : a = 0 := Subsingleton.elim _ _
    obtain rfl : b = 0 := Subsingleton.elim _ _
    match j with
    | 0 => simp [spinLoop, Matrix.mul_apply, Fin.sum_univ_succ]
    | 1 =>
      simp [spinLoop, Matrix.mul_apply, Fin.sum_univ_succ]
      simp only [h3, h4, h5]
      norm_num
    | 2 =>
      simp [spinLoop, Matrix.mul_apply, Fin.sum_univ_succ]
      simp only [h3, h4, h5]
      linear_combination (-16 / 25 : ℂ) * Complex.I_sq
    | j + 3 => simp [spinLoop, Matrix.mul_apply, Fin.sum_univ_succ]
  · ext a b
    obtain rfl : a = 0 := Subsingleton.elim _ _
    obtain rfl : b = 0 := Subsingleton.elim _ _
    simp [wilson, spinLoop, Matrix.mul_apply, Fin.sum_univ_succ]
    simp only [h3, h4, h5]
    ring

end

end WilsonLoopGauge
```

```lean
#print axioms WilsonLoopGauge.wilson_loop
#print axioms WilsonLoopGauge.det_wilson_gauge
```

```
'WilsonLoopGauge.wilson_loop' depends on axioms: [propext, Classical.choice, Quot.sound]
'WilsonLoopGauge.det_wilson_gauge' depends on axioms: [propext, Classical.choice, Quot.sound]
```

## What the theorems say

The finite types `n` and `k` label basis functions and orbitals. A path is a function `C : ℕ → Matrix n k ℂ`, and `wilson C m`, `projProd C m` and `projector (C j)` are W_m, Q_m and P_j. The sum of squared moduli is written out as `normSq`, since Mathlib's default norm on such functions is the maximum norm.

The main theorem, `wilson_loop`, assumes a positive number of steps (`hm`), orthonormal columns (`hC`), a closed path (`hloop`), unitary rotations (`hU`) and a periodic gauge change (`hUloop`). It concludes all three claims. The conditions `hC` and `hU` range over every natural number, but the product reads only indices 0 to m, so a finite loop can be continued by repetition.

The separate theorems need less. `wilson_gauge` and `det_wilson_gauge` hold for arbitrary matrices C_j, `wilson_contraction` holds for open paths, and `trace_wilson` requires closure but not orthonormality. The last theorem, `spinLoop_witness`, confirms that the spin loop is normalised and closed, and gives its value as a 1 × 1 matrix.

Orthonormality here refers to coefficients in an orthonormal basis; a non-orthogonal atomic-orbital basis would bring its overlap matrix into each orbital overlap and between successive density matrices. Closure means literal equality of the first and last frames, so `trace_wilson` and `wilson_loop` do not apply as they stand to a Brillouin-zone loop whose end frame carries an extra phase matrix; the separate gauge, determinant and contraction theorems do not assume closure and still apply. The file defines no Berry phase and takes no continuum limit.

For a single Slater determinant followed through finitely many points, with its occupied spin orbitals as the columns of C_j, det W is the product of the successive many-electron overlaps, and its argument, when det W ≠ 0, is the discrete Berry phase up to a sign convention. `det_wilson_gauge` is why arbitrary orbital rotations returned by a diagonaliser at each point do not affect that number, provided the same frame is used at both ends of the loop.

## How the proof follows the algebra

**Norms.** `normSq_coe` identifies the real squared norm with the complex inner product vᴴv, and `adjoint_dot` moves a matrix across that product. Together they give `normSq_frame`, which is |Dv|² = |v|². In `normSq_split`, the facts `h1`, `h2` and `h3` are the three evaluations to aᴴa above; after the square is expanded, `ring` collects the terms and `exact_mod_cast` returns the identity to the real numbers. `overlap_contraction` discards the residual, which `normSq_nonneg` shows to be non-negative. The induction in `wilson_contraction` keeps the statement general in `v`, because its hypothesis is applied to the vector already acted on by the last overlap.

**Gauge.** The `calc` block in `wilson_gauge` has the same three lines as the derivation. The hypothesis supplies UᴴU = 1, and `mul_eq_one_comm` turns it into UUᴴ = 1, which is valid because U is square. `det_wilson_gauge` then multiplies determinants and uses det(U_0ᴴ) det(U_0) = 1.

**Trace.** `projProd_mul_frame` is the identity Q_m C_m = C_0 W_m. `trace_wilson` writes m as p + 1, applies `Matrix.trace_mul_comm` for the cyclic step, and substitutes that identity from right to left. `wilson_loop` assembles the three results.

**Spin loop.** The proof of `spinLoop_witness` checks normalisation at indices 0, 1, 2 and all later ones, then evaluates the single matrix entry. At index 2 the imaginary component requires i² = −1, supplied by `Complex.I_sq`.
